# For a partially filled atomic level gapped at zero energy, the residues of $G\Sigma'$ in the open left half-plane never sum to zero

When the filling of an atomic level is read from the sign of its Green's function at zero energy, a correction called the Luttinger sum has to be added. For the isolated two-pole level treated here, with a Green's function that is nonzero at zero energy, the sign gives 0 or 1, while the filling lies strictly between them. This bears on Hubbard-I calculations, which put an atomic self-energy into a lattice Green's function, although only the single atom at zero temperature is treated below.

```lean
import Mathlib

open Filter Topology

namespace LuttingerAtom

noncomputable section
```

In the code that follows, `def` introduces an object and `theorem` states a result. The hypotheses stand before the last colon of the statement, the conclusion after it, and the proof after `:=`.

## The atom and its Luttinger sum

```lean
/-- Green's function of an atomic level with filling `ν`, removal energy `a` and addition
energy `b`, for `z` different from `a` and `b`. -/
def green (ν a b : ℝ) (z : ℂ) : ℂ := ν / (z - a) + (1 - ν) / (z - b)
```

In ordinary notation,
$$G(z)=\frac{\nu}{z-a}+\frac{1-\nu}{z-b}.$$
The parameters $\nu,a,b$ are real (`ℝ`) and the energy $z$ is complex (`ℂ`), measured from the chemical potential. An example is an atom with $N$ equivalent flavours and $n$ electrons, whose interaction depends only on the total electron number. Averaged over its degenerate ground states, each flavour has filling $\nu=n/N$. Removing an electron gives the pole at $a$, and adding one gives the pole at $b$. The code takes this form of $G$ as its definition and does not derive it from a Hamiltonian; $N$ does not appear, and $\nu$ may be any real number until a theorem restricts it.

```lean
/-- The energy `z0 = ν b + (1 - ν) a`. -/
def greenZero (ν a b : ℝ) : ℝ := ν * b + (1 - ν) * a
```

This is $z_0=\nu b+(1-\nu)a$, which will turn out to be the zero of $G$.

```lean
/-- The self-energy `Σ = z + μ - 1/G` from Dyson's equation, for `z` different from `a` and `b`
and with `G(z)` nonzero. -/
def selfEnergy (ν a b μ : ℝ) (z : ℂ) : ℂ := z + μ - 1 / green ν a b z
```

Dyson's equation with the bare level at zero gives $\Sigma(z)=z+\mu-1/G(z)$. Here $\mu$ is a free real constant, which disappears on differentiation.

```lean
/-- The residue of `f` at `p`, for `f` analytic near `p` except for at most a simple pole at `p`:
the limit of `(z - p) f(z)`. -/
def residue (f : ℂ → ℂ) (p : ℂ) : ℂ := limUnder (𝓝[≠] p) fun z => (z - p) * f z
```

The residue is $\lim_{z\to p}(z-p)f(z)$. The symbol `𝓝[≠] p` means that $z$ approaches $p$ without reaching it, so the value that Lean assigns to a fraction at its own pole is irrelevant.

```lean
/-- The Luttinger sum: the residues of `G Σ'` added over all points of the open left
half-plane. -/
def luttingerSum (ν a b μ : ℝ) : ℂ :=
  ∑ᶠ (p : ℂ) (_ : p.re < 0),
    residue (fun z => green ν a b z * deriv (selfEnergy ν a b μ) z) p
```

The Luttinger sum is
$$I=\sum_{\mathrm{Re}\,p<0}\operatorname{Res}_{z=p}\,G(z)\Sigma'(z).$$
The symbol `∑ᶠ` runs over every complex $p$ with negative real part and adds the nonzero terms, provided that they are finite in number; `deriv` is the actual derivative. When $a$, $b$ and $z_0$ are all nonzero, closing the usual integral of $G\Sigma'/(2\pi i)$ along the imaginary axis to the left gives the same quantity. The code starts from the residues.

## One zero of G, one pole of Σ

```lean
/-- Away from the two levels, Green's function is a single fraction with numerator `z - z0`. -/
theorem green_eq (ν a b : ℝ) {z : ℂ} (ha : z ≠ a) (hb : z ≠ b) :
    green ν a b z = (z - greenZero ν a b) / ((z - a) * (z - b)) := by
  have h1 := sub_ne_zero.2 ha
  have h2 := sub_ne_zero.2 hb
  unfold green greenZero
  push_cast
  field_simp
  ring
```

Over a common denominator, the numerator of $G$ is
$$\nu(z-b)+(1-\nu)(z-a)=z-\nu b-(1-\nu)a=z-z_0,$$
so $G=(z-z_0)/[(z-a)(z-b)]$. The hypotheses `ha` and `hb` say that $z$ is not at a level. In the proof, `field_simp` clears the denominators and `ring` checks the remaining polynomial identity.

```lean
/-- Away from `a`, `b` and `z0`, the self-energy is a constant plus a term
`ν (1 - ν) (b - a)² / (z - z0)`. -/
theorem selfEnergy_eq (ν a b μ : ℝ) {z : ℂ} (ha : z ≠ a) (hb : z ≠ b)
    (h0 : z ≠ greenZero ν a b) :
    selfEnergy ν a b μ z = (μ + ν * a + (1 - ν) * b)
      + (ν * (1 - ν) * (b - a) ^ 2) / (z - greenZero ν a b) := by
  have h3 := sub_ne_zero.2 h0
  have hz : (greenZero ν a b : ℂ) = ν * b + (1 - ν) * a := by
    unfold greenZero
    push_cast
    ring
  rw [selfEnergy, green_eq ν a b ha hb, one_div_div]
  field_simp
  rw [hz]
  ring
```

Put $\Delta=b-a$ and $w=z-z_0$. Since $z_0-a=\nu\Delta$ and $z_0-b=-(1-\nu)\Delta$,
$$\frac1G=\frac{(w+\nu\Delta)(w-(1-\nu)\Delta)}{w}=w+(2\nu-1)\Delta-\frac{\nu(1-\nu)\Delta^2}{w}.$$
Subtracting this from $z+\mu$ gives
$$\Sigma(z)=\mu+\nu a+(1-\nu)b+\frac{\nu(1-\nu)(b-a)^2}{z-z_0}.$$
Lean inverts the fraction from `green_eq`, inserts the definition of $z_0$ and again leaves the algebra to `ring`.

```lean
/-- Away from `a`, `b` and `z0`, the Luttinger integrand `G Σ'` is a sum of three simple
fractions. -/
theorem green_mul_deriv (ν a b μ : ℝ) {z : ℂ} (ha : z ≠ a) (hb : z ≠ b)
    (h0 : z ≠ greenZero ν a b) :
    green ν a b z * deriv (selfEnergy ν a b μ) z =
      (ν - 1) / (z - a) - ν / (z - b) + 1 / (z - greenZero ν a b) := by
  have h1 := sub_ne_zero.2 ha
  have h2 := sub_ne_zero.2 hb
  have h3 := sub_ne_zero.2 h0
  have hz : (greenZero ν a b : ℂ) = ν * b + (1 - ν) * a := by
    unfold greenZero
    push_cast
    ring
  -- differentiate the pole form of the self-energy
  have hd := (((hasDerivAt_const z ((ν : ℂ) * (1 - ν) * (b - a) ^ 2)).fun_div
    ((hasDerivAt_id' z).sub_const (greenZero ν a b : ℂ)) h3).const_add
      ((μ : ℂ) + ν * a + (1 - ν) * b))
  have hs : HasDerivAt (selfEnergy ν a b μ) _ z := hd.congr_of_eventuallyEq (by
    filter_upwards [isOpen_ne.mem_nhds ha, isOpen_ne.mem_nhds hb, isOpen_ne.mem_nhds h0]
      with w w1 w2 w3 using selfEnergy_eq ν a b μ w1 w2 w3)
  rw [hs.deriv, green_eq ν a b ha hb]
  field_simp
  rw [hz]
  ring
```

Differentiating the pole form and multiplying by $G$ gives
$$G\Sigma'=-\frac{\nu(1-\nu)\Delta^2}{(z-a)(z-b)(z-z_0)}.$$
When the three points are distinct, the partial-fraction coefficients are
$$\begin{aligned}
\text{at }a:&\quad -\frac{\nu(1-\nu)\Delta^2}{(-\Delta)(-\nu\Delta)}=\nu-1,\\
\text{at }b:&\quad -\frac{\nu(1-\nu)\Delta^2}{\Delta\,(1-\nu)\Delta}=-\nu,\\
\text{at }z_0:&\quad -\frac{\nu(1-\nu)\Delta^2}{\nu\Delta\,(-(1-\nu)\Delta)}=1.
\end{aligned}$$
Hence
$$G\Sigma'=\frac{\nu-1}{z-a}-\frac{\nu}{z-b}+\frac{1}{z-z_0}.$$
Recombining the right side confirms the identity for coinciding points too, and this is the check that `field_simp` and `ring` make. Before that, `hd` differentiates the pole form. A derivative depends on nearby values, so `hs` uses the agreement of $\Sigma$ with its pole form throughout a neighbourhood of $z$.

## Residues at every complex energy

```lean
/-- Points close to `p` but different from `p` also avoid any given point `q`. -/
theorem eventually_avoid (q p : ℂ) : ∀ᶠ z in 𝓝[≠] p, z ≠ q := by
  by_cases h : p = q
  · subst h
    exact self_mem_nhdsWithin
  · exact nhdsWithin_le_nhds (isOpen_ne.mem_nhds h)
```

As $z$ approaches $p$ without reaching it, $z$ eventually avoids any chosen point $q$. If $q=p$, this is immediate; otherwise a small enough neighbourhood of $p$ excludes $q$. The lemma allows the formulas above to be used inside limits.

```lean
/-- The simple fraction `c / (z - q)` has residue `c` at `q` and residue zero elsewhere. -/
theorem tendsto_fraction (c q p : ℂ) :
    Tendsto (fun z => (z - p) * (c / (z - q))) (𝓝[≠] p) (𝓝 (if p = q then c else 0)) := by
  split_ifs with h
  · rw [h]
    refine tendsto_const_nhds.congr' ?_
    filter_upwards [eventually_avoid q q] with z hz
    have h1 := sub_ne_zero.2 hz
    field_simp
  · have h1 := sub_ne_zero.2 h
    have hc : ContinuousAt (fun z => (z - p) * (c / (z - q))) p :=
      ContinuousAt.mul (by fun_prop) (ContinuousAt.div (by fun_prop) (by fun_prop) h1)
    have h2 := hc.tendsto.mono_left (nhdsWithin_le_nhds (s := {p}ᶜ))
    simpa using h2
```

For $p=q$, the product $(z-p)\,c/(z-q)$ is the constant $c$. For $p\neq q$, it is continuous at $p$ and tends to zero. The proof splits into these two cases with `split_ifs`.

```lean
/-- For `0 < ν < 1` and `a < b`, the self-energy has a simple pole at `z0`: the product
`(z - z0) Σ(z)` tends to the positive residue `ν (1 - ν) (b - a)²` as `z` approaches `z0`. -/
theorem selfEnergy_pole {ν a b : ℝ} (μ : ℝ) (hν0 : 0 < ν) (hν1 : ν < 1) (hab : a < b) :
    0 < ν * (1 - ν) * (b - a) ^ 2 ∧
    Tendsto (fun z => (z - greenZero ν a b) * selfEnergy ν a b μ z)
      (𝓝[≠] (greenZero ν a b : ℂ)) (𝓝 ((ν : ℂ) * (1 - ν) * (b - a) ^ 2)) := by
  refine ⟨mul_pos (mul_pos hν0 (sub_pos.2 hν1)) (pow_pos (sub_pos.2 hab) 2), ?_⟩
  have hc : ContinuousAt (fun z : ℂ => (z - greenZero ν a b) *
      ((μ : ℂ) + ν * a + (1 - ν) * b)) (greenZero ν a b : ℂ) := by fun_prop
  have h := (hc.tendsto.mono_left (nhdsWithin_le_nhds (s := {(greenZero ν a b : ℂ)}ᶜ))).add
    (tendsto_fraction ((ν : ℂ) * (1 - ν) * (b - a) ^ 2) (greenZero ν a b) (greenZero ν a b))
  rw [if_pos rfl, sub_self, zero_mul, zero_add] at h
  refine h.congr' ?_
  filter_upwards [eventually_avoid a _, eventually_avoid b _,
    eventually_avoid (greenZero ν a b) _] with z h1 h2 h3
  rw [selfEnergy_eq ν a b μ h1 h2 h3]
  ring
```

Write $C$ for the constant part of $\Sigma$ and $R=\nu(1-\nu)(b-a)^2$. Then $(z-z_0)\Sigma=(z-z_0)C+R\to R$ as $z\to z_0$. For $0<\nu<1$ and $a<b$, all factors of $R$ are positive, so $\Sigma$ has a true pole with positive weight. The proof adds the limits of the two terms and then replaces the pole form by `selfEnergy`.

```lean
/-- The residue of `G Σ'` at any complex energy `p`: the levels `a` and `b` contribute `ν - 1`
and `-ν`, the point `z0` contributes `1`, and contributions at coinciding points add. -/
theorem residue_eq (ν a b μ : ℝ) (p : ℂ) :
    residue (fun z => green ν a b z * deriv (selfEnergy ν a b μ) z) p =
      (if p = a then (ν : ℂ) - 1 else 0) - (if p = b then (ν : ℂ) else 0)
        + (if p = greenZero ν a b then 1 else 0) := by
  have h := ((tendsto_fraction ((ν : ℂ) - 1) a p).sub (tendsto_fraction ν b p)).add
    (tendsto_fraction 1 (greenZero ν a b) p)
  unfold residue
  refine (h.congr' ?_).limUnder_eq
  filter_upwards [eventually_avoid a p, eventually_avoid b p,
    eventually_avoid (greenZero ν a b) p] with z h1 h2 h3
  rw [green_mul_deriv ν a b μ h1 h2 h3]
  ring
```

Taking the limit of each partial fraction gives the residue of $G\Sigma'$ at any $p$: $\nu-1$ from $a$, $-\nu$ from $b$ and $1$ from $z_0$, added if points coincide. The three uses of `tendsto_fraction` supply these limits, and `green_mul_deriv` identifies their sum with the integrand near $p$.

## The sum over negative energies

```lean
/-- For `a < 0 < b` and `0 < ν < 1`, the Luttinger sum is `ν` if `z0` is negative and `ν - 1`
otherwise, and it is never zero. -/
theorem luttingerSum_eq {ν a b : ℝ} (μ : ℝ) (hν0 : 0 < ν) (hν1 : ν < 1)
    (ha : a < 0) (hb : 0 < b) :
    luttingerSum ν a b μ = (if greenZero ν a b < 0 then (ν : ℂ) else ν - 1) ∧
      luttingerSum ν a b μ ≠ 0 := by
  have haz : a ≠ greenZero ν a b := by
    unfold greenZero
    nlinarith [mul_pos hν0 (sub_pos.2 (ha.trans hb))]
  have hzb : greenZero ν a b ≠ b := by
    unfold greenZero
    nlinarith [mul_pos (sub_pos.2 hν1) (sub_pos.2 (ha.trans hb))]
  have hab : a ≠ b := (ha.trans hb).ne
  have hb' : ¬ b < 0 := not_lt.2 hb.le
  have hval : luttingerSum ν a b μ =
      (if greenZero ν a b < 0 then (ν : ℂ) else ν - 1) := by
    have e : ∀ p : ℂ, (∑ᶠ (_ : p.re < 0),
        residue (fun z => green ν a b z * deriv (selfEnergy ν a b μ) z) p) =
        if p.re < 0 then ((if p = a then (ν : ℂ) - 1 else 0) - (if p = b then (ν : ℂ) else 0)
          + (if p = greenZero ν a b then 1 else 0)) else 0 := fun p => by
      rw [finsum_eq_if, residue_eq]
    rw [luttingerSum, finsum_congr e]
    -- only `a` and `z0` can contribute in the left half-plane
    rw [finsum_eq_sum_of_support_subset (s := {(a : ℂ), (greenZero ν a b : ℂ)})]
    · rw [Finset.sum_pair (by exact_mod_cast haz)]
      by_cases hz : greenZero ν a b < 0 <;> simp [hz, ha, haz, haz.symm, hzb, hab]
    · intro p hp
      by_contra hn
      have hn' : p ≠ a ∧ p ≠ greenZero ν a b := by simpa using hn
      refine hp ?_
      by_cases h : p = b
      · subst h
        simp [hb']
      · simp [hn'.1, hn'.2, h]
  refine ⟨hval, ?_⟩
  rw [hval]
  split_ifs
  · exact_mod_cast hν0.ne'
  · intro h
    have h' : ν - 1 = 0 := by exact_mod_cast h
    linarith
```

The hypotheses say that the level is partially filled and that zero energy lies between removal and addition, so adding or removing one electron costs energy. From
$$z_0-a=\nu(b-a)>0,\qquad b-z_0=(1-\nu)(b-a)>0$$
it follows that $a<z_0<b$. The pole at $a$ always counts, the pole at $b$ never does, and $z_0$ counts only when negative:
$$I=\begin{cases}(\nu-1)+1=\nu,& z_0<0,\\ \nu-1,& z_0\ge0.\end{cases}$$
Neither value is zero for $0<\nu<1$.

In Lean, `haz` and `hzb` separate $z_0$ from the levels. The step `e` inserts the known residues, and `finsum_eq_sum_of_support_subset` reduces the sum over the half-plane to the two points $a$ and $z_0$. A case split on the sign of $z_0$ gives the values.

At $z_0=0$ the pole lies on the boundary and is left out. Giving it half weight would change the sum to $\nu-\tfrac12$, which vanishes at half filling, so the choice of the open half-plane matters there.

In the empty limit $\nu\to0$ at fixed $a$ and $b$, $z_0$ moves to $a$, the weight $R$ vanishes and $I=\nu\to0$. In the full limit $\nu\to1$, $z_0$ moves to $b$ and $I=\nu-1\to0$.

```lean
/-- For `a < 0 < b`, `0 < ν < 1` and `z0` nonzero, the filling minus the Luttinger sum is the
Luttinger count: one if `G(0)` is positive and zero otherwise. -/
theorem filling_sub_luttingerSum {ν a b : ℝ} (μ : ℝ) (hν0 : 0 < ν) (hν1 : ν < 1)
    (ha : a < 0) (hb : 0 < b) (h0 : greenZero ν a b ≠ 0) :
    (ν : ℂ) - luttingerSum ν a b μ = if 0 < (green ν a b 0).re then 1 else 0 := by
  have hg : green ν a b 0 = ((-greenZero ν a b / (a * b) : ℝ) : ℂ) := by
    rw [green_eq ν a b (by exact_mod_cast ha.ne') (by exact_mod_cast hb.ne)]
    push_cast
    ring
  have hab : a * b < 0 := mul_neg_of_neg_of_pos ha hb
  rw [(luttingerSum_eq μ hν0 hν1 ha hb).1, hg, Complex.ofReal_re]
  -- `G(0)` has the sign of `z0`
  rcases lt_or_gt_of_ne h0 with h | h
  · have h1 := div_neg_of_pos_of_neg (neg_pos.2 h) hab
    rw [if_pos h, if_neg (not_lt.2 h1.le), sub_self]
  · have h1 := div_pos_of_neg_of_neg (neg_lt_zero.2 h) hab
    rw [if_neg (not_lt.2 h.le), if_pos h1]
    ring
```

Setting $z=0$ in the single-fraction form gives $G(0)=-z_0/(ab)$. Since $ab<0$, $G(0)$ has the sign of $z_0$, and therefore
$$\nu-I=\begin{cases}1,&G(0)>0,\\0,&G(0)<0.\end{cases}$$
The code writes `(green ν a b 0).re` because the inequality compares real numbers; $G(0)$ is itself real. The proof treats the two signs of $z_0$ separately. The hypothesis `h0` excludes $z_0=0$, where the left side would be 1 and the right side 0. This leaves out the half-filled atom with levels placed symmetrically about zero energy, $\nu=\tfrac12$ and $a=-b$.

The right side is the Luttinger count. For a lattice with one band, Luttinger's theorem equates the filling per spin with the fraction of the Brillouin zone in which the Green's function at zero energy is positive. The statement here has no momentum and no Fermi surface: it shows that the corresponding count for one atomic level differs from its filling by exactly $I$.

## One electron in three flavours

```lean
/-- At filling one third, with levels at `-U/2` and `U/2` and `U > 0`, the Luttinger sum
is `1/3`. -/
theorem luttingerSum_one_third {U : ℝ} (μ : ℝ) (hU : 0 < U) :
    luttingerSum (1 / 3) (-U / 2) (U / 2) μ = 1 / 3 := by
  have hz : greenZero (1 / 3) (-U / 2) (U / 2) < 0 := by
    unfold greenZero
    linarith
  rw [(luttingerSum_eq μ (by norm_num) (by norm_num) (by linarith) (by linarith)).1, if_pos hz]
  push_cast
  rfl

end

end LuttingerAtom
```

Here $U$ is the repulsion between two electrons on the atom, and the chemical potential lies midway between the removal and addition energies. With $\nu=1/3$ and levels at $\mp U/2$, $z_0=U/6-U/3=-U/6$ is negative, so $I=\nu=1/3$ for every $U>0$. The proof establishes this sign and applies `luttingerSum_eq`.

For $U=6$ in any energy unit, $a=-3$, $b=3$, $z_0=-1$ and $R=\tfrac13\cdot\tfrac23\cdot36=8$. Thus
$$\Sigma=\mu+1+\frac{8}{z+1},\qquad G\Sigma'=-\frac{8}{(z+3)(z-3)(z+1)}.$$
The residues at $-3$ and $-1$ are $-\tfrac23$ and $1$, which add to $\tfrac13$. Since $G(0)=\tfrac19-\tfrac29=-\tfrac19$, the count is zero, and the whole filling of one third comes from the Luttinger sum.

```lean
#print axioms LuttingerAtom.selfEnergy_pole
-- 'LuttingerAtom.selfEnergy_pole' depends on axioms: [propext, Classical.choice, Quot.sound]
#print axioms LuttingerAtom.luttingerSum_eq
-- 'LuttingerAtom.luttingerSum_eq' depends on axioms: [propext, Classical.choice, Quot.sound]
#print axioms LuttingerAtom.filling_sub_luttingerSum
-- 'LuttingerAtom.filling_sub_luttingerSum' depends on axioms: [propext, Classical.choice, Quot.sound]
#print axioms LuttingerAtom.luttingerSum_one_third
-- 'LuttingerAtom.luttingerSum_one_third' depends on axioms: [propext, Classical.choice, Quot.sound]
```
